# Neutral charges with a softened logarithmic interaction have nonnegative energy when self terms are included

## Self terms and softening

The energy studied here keeps the terms in which a charge interacts with itself. For finitely many real charges $q_i$ at positions $r_i$, and a softening length $\varepsilon>0$, it is

$$W=-\sum_{i,j} q_i q_j \ln\!\left(\|r_i-r_j\|^2+\varepsilon^2\right),$$

where $i$ and $j$ run independently over all charges. The self terms $-q_i^2\ln\varepsilon^2$ are finite because of the softening, which stands for a finite size of the charges.

In two dimensions the unsoftened logarithm is the Coulomb interaction, that of parallel line charges. Each pair occurs twice in $W$, and the logarithm contains a squared distance. The pair part of $W$ is therefore four times the energy obtained by counting each pair once with the potential $-q_iq_j\ln\sqrt{\|r_i-r_j\|^2+\varepsilon^2}$.

Lengths enter as pure numbers. If all lengths, $\varepsilon$ included, are multiplied by $s>0$, every logarithm gains $2\ln s$, and $W$ changes by $-2\ln(s)\,Q^2$ with $Q=\sum_i q_i$. The energy is independent of the length unit when $Q=0$. The model is a finite set of charges without periodic images.

## The statement and its Lean form

If $\varepsilon>0$ and $Q=0$, then $W\ge 0$. This is `softLogEnergy_nonneg`.

- The finite type `ι` labels the charges, `q : ι → ℝ` gives their values and `r : ι → E` their positions.
- The Lean letter `E` denotes the space, not the energy. It is any real inner-product space, possibly of infinite dimension.
- `softLogEnergy ε q r` is $W$, with no physical prefactor.
- The hypotheses are `hε : 0 < ε` and `hq : ∑ i, q i = 0`.

The definition also accepts $\varepsilon=0$, where Lean's convention $\ln 0=0$ would silently delete the self terms; the positivity hypothesis excludes that case.

Neutrality is the exact condition in the following sense. For fixed charges, $W\ge0$ holds for all positions and all $\varepsilon>0$ if and only if $Q=0$ (`nonneg_iff_neutral`). A charged system can still have $W\geq 0$ for particular values of $\varepsilon$.

The statements concern a static energy. They involve no temperature, dynamics or limit of infinitely many charges.

## Factoring the softened distance

Put $a(x)=\|x\|^2+\varepsilon^2/2$ and

$$K(x,y)=\frac{1+a(x)a(y)+2\langle x,y\rangle}{(1+a(x))(1+a(y))}.$$

Subtracting the numerator from the denominator gives

$$a(x)+a(y)-2\langle x,y\rangle=\|x-y\|^2+\varepsilon^2,$$

and hence

$$\|x-y\|^2+\varepsilon^2=(1+a(x))(1+a(y))(1-K(x,y)).$$

The left side is positive, so $K<1$. Adding numerator and denominator gives $2+2a(x)a(y)+\|x+y\|^2+\varepsilon^2>0$, so $K>-1$.

## Powers of the kernel are positive

Call $B_{ij}$ a positive kernel if $\sum_{i,j}p_ip_jB_{ij}\ge0$ for all real $p_i$. Multiplication by $\langle r_i,r_j\rangle$ preserves this property. With an orthonormal basis $e_k$ of the span of the positions and $x_{ik}=\langle r_i,e_k\rangle$,

$$\sum_{i,j}p_ip_j\langle r_i,r_j\rangle B_{ij}=\sum_k\sum_{i,j}(p_ix_{ik})(p_jx_{jk})B_{ij}\ge0.$$

Write $K_{ij}=K(r_i,r_j)$ and $a_i=a(r_i)$. The power $K_{ij}^0=1$ is a positive kernel, since its form is $(\sum_i p_i)^2$. Suppose that $K_{ij}^n$ is one, and set $c_i=p_i/(1+a_i)$. Then

$$p_ip_jK_{ij}=c_ic_j+(c_ia_i)(c_ja_j)+2c_ic_j\langle r_i,r_j\rangle.$$

Multiply by $K_{ij}^n$ and sum over $i,j$. The first two terms are nonnegative by the induction hypothesis with weights $c_i$ and $c_ia_i$, and the third by the inner-product step. So $K_{ij}^{n+1}$ is a positive kernel.

## Neutrality leaves a nonnegative series

With $L_i=\ln(1+a_i)$, the factorisation reads

$$\ln(\|r_i-r_j\|^2+\varepsilon^2)=L_i+L_j+\ln(1-K_{ij}).$$

The one-particle part contributes $\sum_{i,j}q_iq_j(L_i+L_j)=2Q\sum_iq_iL_i=0$. Since $|K_{ij}|<1$, the logarithm can be expanded, and the finite sums over charges can be taken term by term:

$$W=-\sum_{i,j}q_iq_j\ln(1-K_{ij})=\sum_{n=0}^{\infty}\frac{1}{n+1}\sum_{i,j}q_iq_jK_{ij}^{n+1}\ge0.$$

Removing the self terms from $W$ gives a lower bound on the neutral pair energy:

$$-\sum_{i\ne j}q_iq_j\ln(\|r_i-r_j\|^2+\varepsilon^2)\ge\ln(\varepsilon^2)\sum_iq_i^2.$$

If all charges coincide, every distance is zero and $W=-Q^2\ln\varepsilon^2$. At $\varepsilon=2$ this is negative whenever $Q\ne0$, which proves the other direction of the equivalence.

## Two charges on a line

Place $q_1=1$ at $0$ and $q_2=-1$ at $1$, with $\varepsilon=1$. The self terms vanish, and the two cross terms give $W=2\ln2\approx1.386$.

For the series, $a_1=1/2$ and $a_2=3/2$, so $K_{11}=5/9$, $K_{22}=21/25$ and $K_{12}=7/15$. Its first term is $5/9+21/25-14/15=104/225\approx0.462$. The full sum is

$$-\ln\tfrac49-\ln\tfrac4{25}+2\ln\tfrac8{15}=\ln4,$$

in agreement with the direct value. A single unit charge with $\varepsilon=2$ has $W=-\ln4\approx-1.386$.

## The Lean file

```lean
import Mathlib

open Finset

namespace SoftLogPlasma

noncomputable section

variable {ι E : Type*} [Fintype ι] [NormedAddCommGroup E] [InnerProductSpace ℝ E]

/-- Energy of charges `q` at positions `r` with the logarithmic interaction softened at
length `ε`; the double sum includes the self terms. -/
def softLogEnergy (ε : ℝ) (q : ι → ℝ) (r : ι → E) : ℝ :=
  -∑ i, ∑ j, q i * q j * Real.log (‖r i - r j‖ ^ 2 + ε ^ 2)

/-- A pair interaction whose quadratic form is nonnegative for all real charges. -/
def IsPosKernel (B : ι → ι → ℝ) : Prop :=
  ∀ p : ι → ℝ, 0 ≤ ∑ i, ∑ j, p i * p j * B i j

/-- The squared distance from the origin, shifted by half the squared softening length. -/
def softSq (ε : ℝ) (x : E) : ℝ := ‖x‖ ^ 2 + ε ^ 2 / 2

/-- The reduced pair kernel left after one-particle factors are taken out of the softened
squared distance. -/
def reducedKernel (ε : ℝ) (x y : E) : ℝ :=
  (1 + softSq ε x * softSq ε y + 2 * inner ℝ x y) / ((1 + softSq ε x) * (1 + softSq ε y))

omit [InnerProductSpace ℝ E] in
/-- The shifted squared distance from the origin is nonnegative. -/
lemma softSq_nonneg (ε : ℝ) (x : E) : 0 ≤ softSq ε x := by
  unfold softSq
  positivity

/-- The softened squared distance is a product of two one-particle factors and one minus the
reduced kernel. -/
theorem soft_distance_factor (ε : ℝ) (x y : E) :
    ‖x - y‖ ^ 2 + ε ^ 2 =
      (1 + softSq ε x) * (1 + softSq ε y) * (1 - reducedKernel ε x y) := by
  have hx := softSq_nonneg ε x
  have hy := softSq_nonneg ε y
  have hd : (1 + softSq ε x) * (1 + softSq ε y) ≠ 0 := by positivity
  have hm : reducedKernel ε x y * ((1 + softSq ε x) * (1 + softSq ε y)) =
      1 + softSq ε x * softSq ε y + 2 * inner ℝ x y := div_mul_cancel₀ _ hd
  have hax : softSq ε x = ‖x‖ ^ 2 + ε ^ 2 / 2 := rfl
  have hay : softSq ε y = ‖y‖ ^ 2 + ε ^ 2 / 2 := rfl
  rw [norm_sub_sq_real]
  linear_combination hm - hax - hay

/-- For a positive softening length the reduced kernel lies strictly between -1 and 1. -/
theorem abs_reducedKernel_lt_one {ε : ℝ} (hε : 0 < ε) (x y : E) :
    |reducedKernel ε x y| < 1 := by
  have hx := softSq_nonneg ε x
  have hy := softSq_nonneg ε y
  have hxy := mul_nonneg hx hy
  have hd : 0 < (1 + softSq ε x) * (1 + softSq ε y) := by positivity
  have hax : softSq ε x = ‖x‖ ^ 2 + ε ^ 2 / 2 := rfl
  have hay : softSq ε y = ‖y‖ ^ 2 + ε ^ 2 / 2 := rfl
  have he := pow_pos hε 2
  have hp := norm_add_sq_real x y
  have hm := norm_sub_sq_real x y
  have h1 := sq_nonneg ‖x + y‖
  have h2 := sq_nonneg ‖x - y‖
  have hs : 0 < softSq ε x + softSq ε y + 2 * inner ℝ x y := by linarith
  have ht : 0 < softSq ε x + softSq ε y - 2 * inner ℝ x y := by linarith
  unfold reducedKernel
  rw [abs_lt]
  constructor
  · rw [lt_div_iff₀ hd]
    nlinarith
  · rw [div_lt_one hd]
    nlinarith

/-- Multiplying a positive kernel by the inner products of the positions gives a positive
kernel. -/
theorem IsPosKernel.inner_mul {B : ι → ι → ℝ} (hB : IsPosKernel B) (r : ι → E) :
    IsPosKernel fun i j => inner ℝ (r i) (r j) * B i j := by
  intro p
  -- expand the inner products in an orthonormal basis of the span of the positions
  let S := Submodule.span ℝ (Set.range r)
  have : FiniteDimensional ℝ S := FiniteDimensional.span_of_finite ℝ (Set.finite_range r)
  let b := stdOrthonormalBasis ℝ S
  let x : ι → S := fun i => ⟨r i, Submodule.subset_span (Set.mem_range_self i)⟩
  have hx : ∀ i j, inner ℝ (r i) (r j) =
      ∑ k, inner ℝ (x i) (b k) * inner ℝ (x j) (b k) := by
    intro i j
    have h := b.sum_inner_mul_inner (x i) (x j)
    calc inner ℝ (r i) (r j) = inner ℝ (x i) (x j) := rfl
      _ = _ := by
        rw [← h]
        exact sum_congr rfl fun k _ => by rw [real_inner_comm (x j) (b k)]
  have key : ∑ k, ∑ i, ∑ j,
      (p i * inner ℝ (x i) (b k)) * (p j * inner ℝ (x j) (b k)) * B i j =
      ∑ i, ∑ j, p i * p j * (inner ℝ (r i) (r j) * B i j) := by
    rw [sum_comm]
    refine sum_congr rfl fun i _ => ?_
    rw [sum_comm]
    refine sum_congr rfl fun j _ => ?_
    rw [hx i j, sum_mul, mul_sum]
    exact sum_congr rfl fun k _ => by ring
  change 0 ≤ ∑ i, ∑ j, p i * p j * (inner ℝ (r i) (r j) * B i j)
  rw [← key]
  exact sum_nonneg fun k _ => hB fun i => p i * inner ℝ (x i) (b k)

/-- Every power of the reduced kernel is a positive kernel. -/
theorem reducedKernel_pow_pos (ε : ℝ) (r : ι → E) (n : ℕ) :
    IsPosKernel fun i j => reducedKernel ε (r i) (r j) ^ n := by
  induction n with
  | zero =>
    intro p
    simp only [pow_zero, mul_one]
    rw [← sum_mul_sum]
    exact mul_self_nonneg _
  | succ n ih =>
    intro p
    let c : ι → ℝ := fun i => p i / (1 + softSq ε (r i))
    have h1 := ih c
    have h2 := ih fun i => c i * softSq ε (r i)
    have h3 := ih.inner_mul r c
    -- the three terms in the numerator of the kernel each give a nonnegative form
    have e : ∀ i j, p i * p j * reducedKernel ε (r i) (r j) =
        c i * c j + c i * softSq ε (r i) * (c j * softSq ε (r j))
          + 2 * (c i * c j * inner ℝ (r i) (r j)) := by
      intro i j
      have hi : 1 + softSq ε (r i) ≠ 0 := by linarith [softSq_nonneg ε (r i)]
      have hj : 1 + softSq ε (r j) ≠ 0 := by linarith [softSq_nonneg ε (r j)]
      simp only [c, reducedKernel]
      field_simp
    have h := add_nonneg (add_nonneg h1 h2) (mul_nonneg (zero_le_two (α := ℝ)) h3)
    simp only [mul_sum, ← sum_add_distrib] at h
    refine h.trans_eq (sum_congr rfl fun i _ => sum_congr rfl fun j _ => ?_)
    beta_reduce
    rw [pow_succ]
    linear_combination (-(reducedKernel ε (r i) (r j) ^ n)) * e i j

/-- For neutral charges the softened logarithmic energy is a convergent series in powers of
the reduced kernel. -/
theorem hasSum_softLogEnergy {ε : ℝ} (hε : 0 < ε) (q : ι → ℝ) (r : ι → E)
    (hq : ∑ i, q i = 0) :
    HasSum (fun n : ℕ => ∑ i, ∑ j,
      q i * q j * (reducedKernel ε (r i) (r j) ^ (n + 1) / ((n : ℝ) + 1)))
      (softLogEnergy ε q r) := by
  have h : HasSum (fun n : ℕ => ∑ i, ∑ j,
      q i * q j * (reducedKernel ε (r i) (r j) ^ (n + 1) / ((n : ℝ) + 1)))
      (∑ i, ∑ j, q i * q j * (-Real.log (1 - reducedKernel ε (r i) (r j)))) :=
    hasSum_sum fun i _ => hasSum_sum fun j _ =>
      (Real.hasSum_pow_div_log_of_abs_lt_one
        (abs_reducedKernel_lt_one hε (r i) (r j))).mul_left _
  let L : ι → ℝ := fun i => Real.log (1 + softSq ε (r i))
  -- neutrality removes the one-particle logarithms
  have hz : ∑ i, ∑ j, q i * q j * (L i + L j) = 0 := by
    have e : ∑ i, ∑ j, q i * q j * (L i + L j) =
        (∑ i, q i * L i) * (∑ j, q j) + (∑ i, q i) * (∑ j, q j * L j) := by
      rw [sum_mul_sum, sum_mul_sum, ← sum_add_distrib]
      refine sum_congr rfl fun i _ => ?_
      rw [← sum_add_distrib]
      exact sum_congr rfl fun j _ => by ring
    rw [e, hq]
    ring
  have e : ∑ i, ∑ j, q i * q j * Real.log (‖r i - r j‖ ^ 2 + ε ^ 2) =
      ∑ i, ∑ j, q i * q j * (L i + L j) -
        ∑ i, ∑ j, q i * q j * (-Real.log (1 - reducedKernel ε (r i) (r j))) := by
    rw [← sum_sub_distrib]
    refine sum_congr rfl fun i _ => ?_
    rw [← sum_sub_distrib]
    refine sum_congr rfl fun j _ => ?_
    have hi : 1 + softSq ε (r i) ≠ 0 := by linarith [softSq_nonneg ε (r i)]
    have hj : 1 + softSq ε (r j) ≠ 0 := by linarith [softSq_nonneg ε (r j)]
    have hk : 1 - reducedKernel ε (r i) (r j) ≠ 0 := by
      linarith [(abs_lt.mp (abs_reducedKernel_lt_one hε (r i) (r j))).2]
    rw [soft_distance_factor, Real.log_mul (mul_ne_zero hi hj) hk, Real.log_mul hi hj]
    ring
  have hE : softLogEnergy ε q r =
      ∑ i, ∑ j, q i * q j * (-Real.log (1 - reducedKernel ε (r i) (r j))) := by
    unfold softLogEnergy
    rw [e, hz]
    ring
  rw [hE]
  exact h

/-- The softened logarithmic energy of a neutral set of charges, self terms included, is
nonnegative. -/
theorem softLogEnergy_nonneg {ε : ℝ} (hε : 0 < ε) (q : ι → ℝ) (r : ι → E)
    (hq : ∑ i, q i = 0) : 0 ≤ softLogEnergy ε q r := by
  refine HasSum.nonneg (fun n => ?_) (hasSum_softLogEnergy hε q r hq)
  have e : ∑ i, ∑ j, q i * q j * (reducedKernel ε (r i) (r j) ^ (n + 1) / ((n : ℝ) + 1)) =
      (∑ i, ∑ j, q i * q j * reducedKernel ε (r i) (r j) ^ (n + 1)) / ((n : ℝ) + 1) := by
    simp only [sum_div, mul_div_assoc]
  rw [e]
  exact div_nonneg (reducedKernel_pow_pos ε r (n + 1) q) (by positivity)

/-- Without self terms, the energy of a neutral set of charges is at least `ln ε²` times the
sum of the squared charges. -/
theorem pair_energy_lower_bound [DecidableEq ι] {ε : ℝ} (hε : 0 < ε) (q : ι → ℝ)
    (r : ι → E) (hq : ∑ i, q i = 0) :
    Real.log (ε ^ 2) * ∑ i, q i ^ 2 ≤
      -∑ i, ∑ j ∈ univ.erase i, q i * q j * Real.log (‖r i - r j‖ ^ 2 + ε ^ 2) := by
  have h := softLogEnergy_nonneg hε q r hq
  have e : ∑ i, ∑ j, q i * q j * Real.log (‖r i - r j‖ ^ 2 + ε ^ 2) =
      Real.log (ε ^ 2) * ∑ i, q i ^ 2 +
        ∑ i, ∑ j ∈ univ.erase i, q i * q j * Real.log (‖r i - r j‖ ^ 2 + ε ^ 2) := by
    rw [mul_sum, ← sum_add_distrib]
    refine sum_congr rfl fun i _ => ?_
    have h0 : ‖r i - r i‖ ^ 2 + ε ^ 2 = ε ^ 2 := by simp
    rw [← add_sum_erase _ _ (mem_univ i), h0]
    ring
  unfold softLogEnergy at h
  linarith

/-- Scaling all lengths by `s` shifts the energy by `-2 ln s` times the squared total
charge. -/
theorem softLogEnergy_scale {s ε : ℝ} (hs : 0 < s) (hε : 0 < ε) (q : ι → ℝ) (r : ι → E) :
    softLogEnergy (s * ε) q (fun i => s • r i) =
      softLogEnergy ε q r - 2 * Real.log s * (∑ i, q i) ^ 2 := by
  have hl : ∀ i j, Real.log (‖s • r i - s • r j‖ ^ 2 + (s * ε) ^ 2) =
      2 * Real.log s + Real.log (‖r i - r j‖ ^ 2 + ε ^ 2) := by
    intro i j
    have hp : ‖r i - r j‖ ^ 2 + ε ^ 2 ≠ 0 := by positivity
    have hf : ‖s • r i - s • r j‖ ^ 2 + (s * ε) ^ 2 =
        s ^ 2 * (‖r i - r j‖ ^ 2 + ε ^ 2) := by
      rw [← smul_sub, norm_smul, Real.norm_of_nonneg hs.le]
      ring
    rw [hf, Real.log_mul (pow_pos hs 2).ne' hp, Real.log_pow]
    norm_num
  have e : ∑ i, ∑ j, q i * q j *
      (2 * Real.log s + Real.log (‖r i - r j‖ ^ 2 + ε ^ 2)) =
      2 * Real.log s * ((∑ i, q i) * ∑ j, q j) +
        ∑ i, ∑ j, q i * q j * Real.log (‖r i - r j‖ ^ 2 + ε ^ 2) := by
    rw [sum_mul_sum, mul_sum, ← sum_add_distrib]
    refine sum_congr rfl fun i _ => ?_
    rw [mul_sum, ← sum_add_distrib]
    exact sum_congr rfl fun j _ => by ring
  simp only [softLogEnergy, hl]
  rw [e]
  ring

omit [InnerProductSpace ℝ E] in
/-- Charges sitting at one common point have energy `-Q² ln ε²`, with `Q` the total charge. -/
theorem softLogEnergy_coincident (ε : ℝ) (q : ι → ℝ) (x : E) :
    softLogEnergy ε q (fun _ => x) = -((∑ i, q i) ^ 2 * Real.log (ε ^ 2)) := by
  have h0 : ‖x - x‖ ^ 2 + ε ^ 2 = ε ^ 2 := by simp
  simp only [softLogEnergy, h0]
  rw [pow_two (∑ i, q i), sum_mul_sum]
  simp only [sum_mul]

omit [InnerProductSpace ℝ E] in
/-- A single unit charge with softening length 2 has negative energy. -/
theorem single_charge_negative (x : E) :
    softLogEnergy 2 (fun _ : Unit => (1 : ℝ)) (fun _ => x) < 0 := by
  have hlog : 0 < Real.log ((2 : ℝ) ^ 2) := Real.log_pos (by norm_num)
  rw [softLogEnergy_coincident]
  simp only [univ_unique, sum_singleton, one_pow, one_mul]
  linarith

/-- Given charges have nonnegative energy for all positions and all positive softening lengths
exactly when they are neutral. -/
theorem nonneg_iff_neutral (q : ι → ℝ) :
    (∀ (r : ι → E) (ε : ℝ), 0 < ε → 0 ≤ softLogEnergy ε q r) ↔ ∑ i, q i = 0 := by
  constructor
  · intro h
    -- test with all charges at the origin and softening length 2
    have h2 := h (fun _ => 0) 2 (by norm_num)
    rw [softLogEnergy_coincident] at h2
    have hlog : 0 < Real.log ((2 : ℝ) ^ 2) := Real.log_pos (by norm_num)
    by_contra hne
    have hpos : 0 < (∑ i, q i) ^ 2 := by positivity
    linarith [mul_pos hpos hlog]
  · intro hq r ε hε
    exact softLogEnergy_nonneg hε q r hq

end

end SoftLogPlasma
```

```lean
#print axioms SoftLogPlasma.softLogEnergy_nonneg
#print axioms SoftLogPlasma.softLogEnergy_scale
#print axioms SoftLogPlasma.single_charge_negative
#print axioms SoftLogPlasma.nonneg_iff_neutral
```

```
'SoftLogPlasma.softLogEnergy_nonneg' depends on axioms: [propext, Classical.choice, Quot.sound]
'SoftLogPlasma.softLogEnergy_scale' depends on axioms: [propext, Classical.choice, Quot.sound]
'SoftLogPlasma.single_charge_negative' depends on axioms: [propext, Classical.choice, Quot.sound]
'SoftLogPlasma.nonneg_iff_neutral' depends on axioms: [propext, Classical.choice, Quot.sound]
```

## How the proof follows the derivation

`softSq` and `reducedKernel` are $a$ and $K$. The lemma `softSq_nonneg` keeps the denominators positive. In `soft_distance_factor`, the norm of the difference is expanded and `linear_combination` checks the remaining algebra. `abs_reducedKernel_lt_one` obtains both bounds on $K$ from the squared norms of $x+y$ and $x-y$.

`IsPosKernel.inner_mul` works in the span of the positions, which is finite-dimensional even when the whole space is not. The identity `key` is the exchange of the basis sum with the two particle sums. `reducedKernel_pow_pos` is the induction on $n$: `h1`, `h2` and `h3` are the three nonnegative forms, and `e` is the splitting of $p_ip_jK_{ij}$.

In `hasSum_softLogEnergy`, Mathlib's logarithm series is applied to each pair, and `hasSum_sum` combines the finitely many series. The step `hz` uses neutrality to remove the one-particle logarithms. `softLogEnergy_nonneg` then takes the factor $1/(n+1)$ out of each term and applies the positivity of $K^{n+1}$.

The remaining theorems follow the short calculations above. `pair_energy_lower_bound` separates the diagonal from the double sum, and `softLogEnergy_scale` takes $s^2$ out of each logarithm. `softLogEnergy_coincident` evaluates the energy at a common point. It supplies both `single_charge_negative` and the test configuration in `nonneg_iff_neutral`, where all charges sit at the origin with $\varepsilon=2$.
